# The time derivative of the signal tr(A e^(−iHt) R e^(iHt)) is −i times the same signal with R replaced by [H, R]

`signal_hasDerivAt` is an equation of motion for the signal S(t) = tr(A e^(−iHt) R e^(iHt)), in which an initial operator R evolves under a time-independent Hamiltonian H and is traced against an observable A. It states that at every real time t the derivative of S is −i tr(A e^(−iHt) [H, R] e^(iHt)), where [H, R] = HR − RH. Here A, H and R are arbitrary complex square matrices of the same finite size, in units with ħ = 1; none of them need be Hermitian, and R need not have trace one. The attempt differentiates the two exponentials, joins them by the product rule, applies the continuous linear map M ↦ tr(AM), and gathers the two resulting terms into the commutator.

This version doesn't compile in Lean 4 with Mathlib:

```lean
import Mathlib

open Matrix
open scoped ComplexOrder

namespace QuadrupolarNutation

noncomputable section

variable {n : Type*} [Fintype n] [DecidableEq n]

/-- The commutator of two matrices. -/
def comm (A B : Matrix n n ℂ) : Matrix n n ℂ := A * B - B * A

/-- The signal of the observable `A` at time `t`, when the initial operator `R` evolves
under the Hamiltonian `H`. -/
def signal (A H R : Matrix n n ℂ) (t : ℝ) : ℂ :=
  trace (A * (NormedSpace.exp ((-(Complex.I * t)) • H) * R *
    NormedSpace.exp ((Complex.I * t) • H)))

/-- The two terms of the product rule for `U R V`, with generators `-iH` and `iH`, combine
under the trace into the commutator of `H` and `R`. -/
theorem trace_product_rule (A H R U V : Matrix n n ℂ) :
    trace (A * (U * ((-Complex.I) • H) * R * V + U * R * ((Complex.I • H) * V))) =
      -Complex.I * trace (A * (U * comm H R * V)) := by
  have hc : U * ((-Complex.I) • H) * R * V + U * R * ((Complex.I • H) * V)
      = (-Complex.I) • (U * comm H R * V) := by
    simp only [comm, mul_sub, sub_mul, mul_smul_comm, smul_mul_assoc, mul_assoc]
    module
  rw [hc, mul_smul_comm, trace_smul, smul_eq_mul]

section Derivative

attribute [local instance] Matrix.linftyOpNormedRing Matrix.linftyOpNormedAlgebra

/-- Equation of motion: the time derivative of the signal is `-i` times the signal
obtained when the initial operator `R` is replaced by its commutator with `H`. -/
theorem signal_hasDerivAt (A H R : Matrix n n ℂ) (t : ℝ) :
    HasDerivAt (signal A H R) (-Complex.I * signal A H (comm H R) t) t := by
  have e : ∀ (c : ℂ) (s : ℝ), s • (c • H) = (c * s) • H := by
    intro c s
    ext i j
    simp only [Matrix.smul_apply, smul_eq_mul, Complex.real_smul]
    ring
  -- the two propagators
  have hU : HasDerivAt (fun s : ℝ => NormedSpace.exp ((-(Complex.I * s)) • H))
      (NormedSpace.exp ((-(Complex.I * t)) • H) * ((-Complex.I) • H)) t := by
    have h := hasDerivAt_exp_smul_const (𝕂 := ℝ) ((-Complex.I) • H) t
    simpa only [e, neg_mul] using h
  have hV : HasDerivAt (fun s : ℝ => NormedSpace.exp ((Complex.I * s) • H))
      ((Complex.I • H) * NormedSpace.exp ((Complex.I * t) • H)) t := by
    have h := hasDerivAt_exp_smul_const' (𝕂 := ℝ) (Complex.I • H) t
    simpa only [e] using h
  -- the trace against `A` is a continuous linear functional
  obtain ⟨L, hL⟩ : ∃ L : Matrix n n ℂ →L[ℝ] ℂ, ∀ M, L M = trace (A * M) :=
    ⟨LinearMap.toContinuousLinearMap
      ((Matrix.traceLinearMap n ℝ ℂ).comp (LinearMap.mulLeft ℝ A)), fun _ => rfl⟩
  have h2 := L.hasFDerivAt.comp_hasDerivAt t ((hU.mul_const R).fun_mul hV)
  have hf : signal A H R = fun s : ℝ => L (NormedSpace.exp ((-(Complex.I * s)) • H) * R *
      NormedSpace.exp ((Complex.I * s) • H)) := by
    funext s
    exact (hL _).symm
  rw [hf]
  refine h2.congr_deriv ?_
  rw [hL]
  unfold signal
  generalize NormedSpace.exp ((-(Complex.I * t)) • H) = U
  generalize NormedSpace.exp ((Complex.I * t) • H) = V
  have hc : U * ((-Complex.I) • H) * R * V + U * R * ((Complex.I • H) * V)
      = (-Complex.I) • (U * comm H R * V) := by
    simp only [comm, mul_sub, sub_mul, mul_smul_comm, smul_mul_assoc, mul_assoc]
    module
  rw [hc, mul_smul_comm, trace_smul, smul_eq_mul]

end Derivative

end

end QuadrupolarNutation
```

The compiler's answer:

```
Main.lean:49:4: error: Type mismatch: After simplification, term
  h
 has type
  @HasDerivAt ℝ DenselyNormedField.toNontriviallyNormedField (Matrix n n ℂ) Matrix.linftyOpNormedRing.toAddCommGroup
    (NormedAlgebra.toNormedSpace (Matrix n n ℂ)).toModule PseudoMetricSpace.toUniformSpace.toTopologicalSpace ⋯
    (fun u => NormedSpace.exp (-(Complex.I * ↑u) • H)) (NormedSpace.exp (-(Complex.I * ↑t) • H) * -Complex.I • H) t
but is expected to have type
  @HasDerivAt ℝ DenselyNormedField.toNontriviallyNormedField (Matrix n n ℂ) addCommGroup module
    instTopologicalSpaceMatrix ⋯ (fun s => NormedSpace.exp (-(Complex.I * ↑s) • H))
    (NormedSpace.exp (-(Complex.I * ↑t) • H) * -Complex.I • H) t
Main.lean:53:4: error: Type mismatch: After simplification, term
  h
 has type
  @HasDerivAt ℝ DenselyNormedField.toNontriviallyNormedField (Matrix n n ℂ) Matrix.linftyOpNormedRing.toAddCommGroup
    (NormedAlgebra.toNormedSpace (Matrix n n ℂ)).toModule PseudoMetricSpace.toUniformSpace.toTopologicalSpace ⋯
    (fun u => NormedSpace.exp ((Complex.I * ↑u) • H)) (Complex.I • H * NormedSpace.exp ((Complex.I * ↑t) • H)) t
but is expected to have type
  @HasDerivAt ℝ DenselyNormedField.toNontriviallyNormedField (Matrix n n ℂ) addCommGroup module
    instTopologicalSpaceMatrix ⋯ (fun s => NormedSpace.exp ((Complex.I * ↑s) • H))
    (Complex.I • H * NormedSpace.exp ((Complex.I * ↑t) • H)) t
Main.lean:65:6: error: Tactic `rewrite` failed: Did not find an occurrence of the pattern
  L ?M
in the target expression
  L
      (NormedSpace.exp (-(Complex.I * ↑t) • H) * -Complex.I • H * R * NormedSpace.exp ((Complex.I * ↑t) • H) +
        NormedSpace.exp (-(Complex.I * ↑t) • H) * R * (Complex.I • H * NormedSpace.exp ((Complex.I * ↑t) • H))) =
    -Complex.I * signal A H (comm H R) t

n : Type u_1
inst✝¹ : Fintype n
inst✝ : DecidableEq n
A H R : Matrix n n ℂ
t : ℝ
e : ∀ (c : ℂ) (s : ℝ), s • c • H = (c * ↑s) • H
hU :
  HasDerivAt (fun s => NormedSpace.exp (-(Complex.I * ↑s) • H))
    (NormedSpace.exp (-(Complex.I * ↑t) • H) * -Complex.I • H) t
hV :
  HasDerivAt (fun s => NormedSpace.exp ((Complex.I * ↑s) • H)) (Complex.I • H * NormedSpace.exp ((Complex.I * ↑t) • H))
    t
L : Matrix n n ℂ →L[ℝ] ℂ
hL : ∀ (M : Matrix n n ℂ), L M = (A * M).trace
h2 :
  HasDerivAt (⇑L ∘ fun i => NormedSpace.exp (-(Complex.I * ↑i) • H) * R * NormedSpace.exp ((Complex.I * ↑i) • H))
    (L
      (NormedSpace.exp (-(Complex.I * ↑t) • H) * -Complex.I • H * R * NormedSpace.exp ((Complex.I * ↑t) • H) +
        NormedSpace.exp (-(Complex.I * ↑t) • H) * R * (Complex.I • H * NormedSpace.exp ((Complex.I * ↑t) • H))))
    t
hf : signal A H R = fun s => L (NormedSpace.exp (-(Complex.I * ↑s) • H) * R * NormedSpace.exp ((Complex.I * ↑s) • H))
⊢ L
      (NormedSpace.exp (-(Complex.I * ↑t) • H) * -Complex.I • H * R * NormedSpace.exp ((Complex.I * ↑t) • H) +
        NormedSpace.exp (-(Complex.I * ↑t) • H) * R * (Complex.I • H * NormedSpace.exp ((Complex.I * ↑t) • H))) =
    -Complex.I * signal A H (comm H R) t

Note: The target expression is not type-correct under the `implicit` transparency level, which may have triggered the failure. This is usually caused by unfolding of semireducible definitions in prior tactic steps. Use `set_option linter.tacticCheckInstances true` to investigate the source of the issue.
Full error:
  Application type mismatch: The argument
    L
  has type
    @ContinuousLinearMap ℝ ℝ Real.semiring Real.semiring (RingHom.id ℝ) (Matrix n n ℂ) instTopologicalSpaceMatrix
      addCommMonoid ℂ PseudoMetricSpace.toUniformSpace.toTopologicalSpace Complex.instAddCommMonoid module
      instInnerProductSpaceRealComplex.toModule
  but is expected to have type
    @ContinuousLinearMap ℝ ℝ Field.toSemifield.toDivisionSemiring.toSemiring
      Field.toSemifield.toDivisionSemiring.toSemiring (RingHom.id ℝ) (Matrix n n ℂ)
      PseudoMetricSpace.toUniformSpace.toTopologicalSpace NonUnitalNormedRing.toNormedAddCommGroup.toAddCommMonoid ℂ
      PseudoMetricSpace.toUniformSpace.toTopologicalSpace Complex.instNormedAddCommGroup.toAddCommMonoid
      NormedSpace.complexToReal.toModule instInnerProductSpaceRealComplex.toModule
  in the application
    ⇑L
```

What went wrong. All three errors come from instances, not from the mathematics. In the first two, `h` has the right function and derivative, but its additive group, module and topology come from the local norm `Matrix.linftyOpNormedRing`, while the goal uses the direct ones on matrices. The two sets agree by definition, but only after more unfolding than the final check of `simpa` does. `exact h` unfolds further and accepts the match.

In the third, `rw [hL]` finds no `L ?M`, although the goal visibly begins with `L`, because `L` is applied there through the norm's instances and in `hL` through the direct ones. `refine (hL _).trans ?_` needs no syntactic search and identifies the two by unfolding.

Lean never reached the lines after `rw [hL]`, so the messages don't show whether they would have worked. The repair replaces them with `trace_product_rule`, which proves the same algebra before the local norm is introduced; `exact` matches it to the goal, unfolding `signal` as well.

The repair, with which the file compiles:

```diff
@@ -47,9 +47,11 @@
       (NormedSpace.exp ((-(Complex.I * t)) • H) * ((-Complex.I) • H)) t := by
     have h := hasDerivAt_exp_smul_const (𝕂 := ℝ) ((-Complex.I) • H) t
-    simpa only [e, neg_mul] using h
+    simp only [e, neg_mul] at h
+    exact h
   have hV : HasDerivAt (fun s : ℝ => NormedSpace.exp ((Complex.I * s) • H))
       ((Complex.I • H) * NormedSpace.exp ((Complex.I * t) • H)) t := by
     have h := hasDerivAt_exp_smul_const' (𝕂 := ℝ) (Complex.I • H) t
-    simpa only [e] using h
+    simp only [e] at h
+    exact h
   -- the trace against `A` is a continuous linear functional
   obtain ⟨L, hL⟩ : ∃ L : Matrix n n ℂ →L[ℝ] ℂ, ∀ M, L M = trace (A * M) :=
@@ -63,13 +65,6 @@
   rw [hf]
   refine h2.congr_deriv ?_
-  rw [hL]
-  unfold signal
-  generalize NormedSpace.exp ((-(Complex.I * t)) • H) = U
-  generalize NormedSpace.exp ((Complex.I * t) • H) = V
-  have hc : U * ((-Complex.I) • H) * R * V + U * R * ((Complex.I • H) * V)
-      = (-Complex.I) • (U * comm H R * V) := by
-    simp only [comm, mul_sub, sub_mul, mul_smul_comm, smul_mul_assoc, mul_assoc]
-    module
-  rw [hc, mul_smul_comm, trace_smul, smul_eq_mul]
+  refine (hL _).trans ?_
+  exact trace_product_rule A H R _ _
 
 end Derivative
```
